# For a finite Hermitian Hamiltonian, imaginary-time projection strictly lowers the energy of any state that is not an eigenvector

Let $H$ be a Hermitian matrix and $\psi$ a nonzero trial vector. The energy after projection over an imaginary time $\beta$,

$$E(\beta)=\frac{\langle\psi,\,H\exp(-\beta H)\,\psi\rangle}{\langle\psi,\,\exp(-\beta H)\,\psi\rangle},$$

never increases with $\beta$. It is strictly decreasing exactly when $\psi$ is not an eigenvector of $H$, and if it takes the same value at two different imaginary times, $\psi$ is an eigenvector.

Many projector Monte Carlo methods, path-integral ground-state methods among them, use this projection to filter a trial state towards low energy. For a finite basis and an exact propagator, a rise with $\beta$ in an estimate of this $E(\beta)$ is therefore an error of the estimate, for example from sampling or rounding. With $\phi=\exp(-\beta H)\psi$, the same $E(\beta)$ is the mixed estimator $\langle\psi,H\phi\rangle/\langle\psi,\phi\rangle$, so the statement covers mixed estimators whose left-hand vector is also the starting vector of the projection. With a different vector on the left of the two brackets, the quotient can rise even when evaluated exactly.

Since $H$ commutes with its exponential, $E(\beta)$ is also the normalised energy expectation value of $\exp(-\beta H/2)\psi$. The total path length is $\beta$, and each side of the path carries half of it. There is no trace over states, so $\beta$ is a projection time in units of inverse energy and not the inverse temperature of a thermal average.

## The energy as a ratio of quadratic forms

The Hamiltonian acts on vectors with finitely many complex components, labelled by a type `n`; this letter is the set of basis labels, not a particle number. The passage from such a matrix to a continuum Hamiltonian, an unbounded operator on an infinite-dimensional space, is the step that the hypotheses leave open.

```lean
import Mathlib

open Matrix Finset

namespace ImaginaryTimeProjection

noncomputable section

variable {n : Type*} [Fintype n] [DecidableEq n]
```

The bracket $\langle\psi,A\psi\rangle=\sum_i\overline{\psi_i}\,(A\psi)_i$ is conjugate-linear in its first entry. It is not divided by $\langle\psi,\psi\rangle$, a factor that would cancel in $E(\beta)$.

```lean
/-- The quadratic form `⟨ψ, A ψ⟩`, without normalisation. -/
def expect (A : Matrix n n ℂ) (ψ : n → ℂ) : ℂ := star ψ ⬝ᵥ (A *ᵥ ψ)
```

The propagator is the full matrix exponential, with no Trotter splitting.

```lean
/-- The imaginary-time propagator `exp(-β H)`. -/
def propagator (H : Matrix n n ℂ) (β : ℝ) : Matrix n n ℂ :=
  NormedSpace.exp ((-(β : ℂ)) • H)
```

The energy is the quotient of the real parts of the two forms. For Hermitian $H$ nothing is lost, because both forms turn out to be real. At $\beta=0$ the quotient is the usual expectation value $\langle\psi,H\psi\rangle/\langle\psi,\psi\rangle$.

```lean
/-- The projected energy `⟨ψ, H exp(-β H) ψ⟩ / ⟨ψ, exp(-β H) ψ⟩`, formed from real parts; it is
meant for Hermitian `H` and nonzero `ψ`. -/
def projectedEnergy (H : Matrix n n ℂ) (ψ : n → ℂ) (β : ℝ) : ℝ :=
  (expect (H * propagator H β) ψ).re / (expect (propagator H β) ψ).re
```

An eigenvector is a nonzero $\psi$ with $H\psi=E\psi$. The number $E$ may be complex in the definition.

```lean
/-- `ψ` is an eigenvector of `H`: it is nonzero and `H ψ = E ψ` for some number `E`. -/
def IsEigenvector (H : Matrix n n ℂ) (ψ : n → ℂ) : Prop :=
  ψ ≠ 0 ∧ ∃ E : ℂ, H *ᵥ ψ = E • ψ
```

## Boltzmann sums over the levels

Suppose an operator has the form $UDU^\dagger$ with $D=\mathrm{diag}(d_i)$ real. Put $c=U^\dagger\psi$. Moving $U$ onto the left-hand vector gives

$$\langle\psi,UDU^\dagger\psi\rangle=\langle c,Dc\rangle=\sum_i|c_i|^2d_i .$$

In the code $|c_i|^2$ is `Complex.normSq`. The identity holds for any square $U$; unitarity enters in the next step.

```lean
/-- For any square `U` and real `d`, the quadratic form of `U diag(d) Uᴴ` at `ψ` is the sum of the
values `d i` weighted by the squared moduli of the components of `Uᴴ ψ`. -/
theorem expect_diagonal (U : Matrix n n ℂ) (d : n → ℝ) (ψ : n → ℂ) :
    expect (U * diagonal (fun i => (d i : ℂ)) * Uᴴ) ψ
      = ((∑ i, Complex.normSq ((Uᴴ *ᵥ ψ) i) * d i : ℝ) : ℂ) := by
  have h : star ψ ᵥ* U = star (Uᴴ *ᵥ ψ) := by
    rw [Matrix.star_mulVec, conjTranspose_conjTranspose]
  unfold expect
  rw [← Matrix.mulVec_mulVec, ← Matrix.mulVec_mulVec, Matrix.dotProduct_mulVec, h]
  generalize Uᴴ *ᵥ ψ = c
  rw [Complex.ofReal_sum]
  refine Finset.sum_congr rfl fun i _ => ?_
  rw [Matrix.mulVec_diagonal, Complex.ofReal_mul, Complex.normSq_eq_conj_mul_self,
    Pi.star_apply, ← starRingEnd_apply]
  ring
```

If $U$ is unitary and $H=U\,\mathrm{diag}(e_i)\,U^\dagger$, then $U^\dagger=U^{-1}$, and every power of $H$ is diagonalised by the same $U$. Summing the exponential series gives

$$\exp(-\beta H)=U\,\mathrm{diag}\big(\exp(-\beta e_i)\big)\,U^\dagger .$$

Mathlib supplies the two ingredients: `Matrix.exp_conj` takes the conjugation out of the exponential, and `Matrix.exp_diagonal` exponentiates the diagonal entry by entry.

```lean
/-- If a unitary `U` diagonalises `H` with levels `e`, it diagonalises the propagator with
Boltzmann factors `exp(-β e)`. -/
theorem propagator_diagonal {H U : Matrix n n ℂ} {e : n → ℝ} (hU : Uᴴ * U = 1)
    (hH : H = U * diagonal (fun i => (e i : ℂ)) * Uᴴ) (β : ℝ) :
    propagator H β = U * diagonal (fun i => ((Real.exp (-β * e i) : ℝ) : ℂ)) * Uᴴ := by
  have hUU : U * Uᴴ = 1 := mul_eq_one_comm.mp hU
  have hinv : U⁻¹ = Uᴴ := Matrix.inv_eq_right_inv hUU
  have hunit : IsUnit U := ⟨⟨U, Uᴴ, hUU, hU⟩, rfl⟩
  have hd : diagonal (fun i => -(β : ℂ) * (e i : ℂ))
      = (-(β : ℂ)) • diagonal (fun i => (e i : ℂ)) := by
    ext i j
    rcases eq_or_ne i j with rfl | h
    · simp
    · simp [h]
  have h1 : (-(β : ℂ)) • H = U * diagonal (fun i => -(β : ℂ) * (e i : ℂ)) * U⁻¹ := by
    rw [hH, hinv, hd, Matrix.mul_smul, Matrix.smul_mul]
  have h2 : NormedSpace.exp (fun i => -(β : ℂ) * (e i : ℂ))
      = fun i => ((Real.exp (-β * e i) : ℝ) : ℂ) := by
    rw [Pi.exp_def]
    funext i
    rw [← Complex.exp_eq_exp_ℂ]
    simp
  unfold propagator
  rw [h1, Matrix.exp_conj _ _ hunit, Matrix.exp_diagonal, hinv, h2]
```

The spectral theorem provides such a $U$ with real levels $e_i$. With weights $w_i=|c_i|^2\ge 0$, the denominator and numerator of $E(\beta)$ become

$$Z(\beta)=\sum_i w_i\exp(-\beta e_i),\qquad N(\beta)=\sum_i w_i e_i\exp(-\beta e_i).$$

For the numerator, the inner factor $U^\dagger U=1$ drops out of the product $H\exp(-\beta H)$. The weights add up to $\langle\psi,\psi\rangle$, so the probability of level component $i$ is $w_i/\langle\psi,\psi\rangle$.

Two further facts link the weights to $\psi$. If all $w_i$ vanished, then $c=0$ and $\psi=Uc=0$; a nonzero $\psi$ therefore has a positive weight. If every component with positive weight has the same level $\varepsilon$, then $e_ic_i=\varepsilon c_i$ for all $i$, and applying $U$ gives $H\psi=\varepsilon\psi$.

```lean
/-- For Hermitian `H` there are real levels `e` and nonnegative weights `w` of `ψ` that turn
both quadratic forms of the projected energy into real Boltzmann sums. Some weight is positive
if `ψ` is nonzero, and `H ψ = ε ψ` if all the weight sits at the level `ε`. -/
theorem exists_spectral_weights {H : Matrix n n ℂ} (hH : H.IsHermitian) (ψ : n → ℂ) :
    ∃ e w : n → ℝ, (∀ i, 0 ≤ w i) ∧ (ψ ≠ 0 → ∃ i, 0 < w i) ∧
      (∀ ε : ℝ, (∀ i, 0 < w i → e i = ε) → H *ᵥ ψ = (ε : ℂ) • ψ) ∧
      (∀ β, expect (propagator H β) ψ = ((∑ i, w i * Real.exp (-β * e i) : ℝ) : ℂ)) ∧
      (∀ β, expect (H * propagator H β) ψ
        = ((∑ i, w i * (e i * Real.exp (-β * e i)) : ℝ) : ℂ)) := by
  obtain ⟨U, e, hU, hD⟩ : ∃ (U : Matrix n n ℂ) (e : n → ℝ), Uᴴ * U = 1 ∧
      H = U * diagonal (fun i => (e i : ℂ)) * Uᴴ := by
    refine ⟨hH.eigenvectorUnitary, hH.eigenvalues,
      Matrix.mem_unitaryGroup_iff'.1 hH.eigenvectorUnitary.2, ?_⟩
    have h := hH.spectral_theorem
    rw [Unitary.conjStarAlgAut_apply] at h
    exact h
  have hback : U *ᵥ (Uᴴ *ᵥ ψ) = ψ := by
    rw [Matrix.mulVec_mulVec, mul_eq_one_comm.mp hU, Matrix.one_mulVec]
  refine ⟨e, fun i => Complex.normSq ((Uᴴ *ᵥ ψ) i), fun i => Complex.normSq_nonneg _,
    ?_, ?_, ?_, ?_⟩
  · intro hψ
    by_contra! h
    have hc : Uᴴ *ᵥ ψ = 0 := by
      funext i
      exact Complex.normSq_eq_zero.1 (le_antisymm (h i) (Complex.normSq_nonneg _))
    rw [hc, Matrix.mulVec_zero] at hback
    exact hψ hback.symm
  · intro ε h
    have hc : diagonal (fun i => (e i : ℂ)) *ᵥ (Uᴴ *ᵥ ψ) = (ε : ℂ) • (Uᴴ *ᵥ ψ) := by
      funext i
      rw [Matrix.mulVec_diagonal, Pi.smul_apply, smul_eq_mul]
      by_cases h0 : (Uᴴ *ᵥ ψ) i = 0
      · rw [h0, mul_zero, mul_zero]
      · rw [h i (Complex.normSq_pos.2 h0)]
    rw [hD, ← Matrix.mulVec_mulVec, ← Matrix.mulVec_mulVec, hc, Matrix.mulVec_smul, hback]
  · intro β
    rw [propagator_diagonal hU hD β, expect_diagonal]
  · intro β
    have hP : H * propagator H β
        = U * diagonal (fun i => ((e i * Real.exp (-β * e i) : ℝ) : ℂ)) * Uᴴ := by
      rw [propagator_diagonal hU hD β]
      nth_rewrite 1 [hD]
      calc _ = U * diagonal (fun i => (e i : ℂ)) * (Uᴴ * U)
            * diagonal (fun i => ((Real.exp (-β * e i) : ℝ) : ℂ)) * Uᴴ := by
              simp only [Matrix.mul_assoc]
        _ = _ := by
              rw [hU, Matrix.mul_one, Matrix.mul_assoc U, Matrix.diagonal_mul_diagonal]
              simp only [Complex.ofReal_mul]
    rw [hP, expect_diagonal]
```

## Comparing two imaginary times

The sign of $E(a)-E(b)$ is that of $N(a)Z(b)-N(b)Z(a)$, since $Z>0$. Write

$$G_{ij}=\exp(-ae_i)\exp(-be_j)-\exp(-be_i)\exp(-ae_j).$$

Multiplying out the sums gives

$$N(a)Z(b)-N(b)Z(a)=\sum_{i,j}w_iw_j\,e_i\,G_{ij}.$$

Exchanging the names $i$ and $j$ leaves the double sum unchanged, while $G_{ji}=-G_{ij}$. Adding the two versions yields

$$2\big[N(a)Z(b)-N(b)Z(a)\big]=\sum_{i,j}w_iw_j\,(e_i-e_j)\,G_{ij}.$$

The familiar derivation differentiates and finds $E'(\beta)$ to be minus an energy variance. The exchange identity compares two finite times directly, without a derivative. In the proof, `F i j` is the summand $w_iw_je_iG_{ij}$, and `Finset.sum_comm` performs the exchange.

```lean
omit [DecidableEq n] in
/-- Exchange identity: the cross-multiplied difference of the Boltzmann mean energies at `a`
and `b`, taken twice, is a sum over pairs of levels. -/
theorem exchange_identity (e w : n → ℝ) (a b : ℝ) :
    2 * ((∑ i, w i * (e i * Real.exp (-a * e i))) * (∑ j, w j * Real.exp (-b * e j))
      - (∑ i, w i * (e i * Real.exp (-b * e i))) * (∑ j, w j * Real.exp (-a * e j)))
    = ∑ i, ∑ j, w i * w j * ((e i - e j) * (Real.exp (-a * e i) * Real.exp (-b * e j)
        - Real.exp (-b * e i) * Real.exp (-a * e j))) := by
  obtain ⟨F, hF⟩ : ∃ F : n → n → ℝ, ∀ i j, F i j = w i * w j * (e i *
      (Real.exp (-a * e i) * Real.exp (-b * e j)
        - Real.exp (-b * e i) * Real.exp (-a * e j))) := ⟨_, fun _ _ => rfl⟩
  have h1 : (∑ i, w i * (e i * Real.exp (-a * e i))) * (∑ j, w j * Real.exp (-b * e j))
      - (∑ i, w i * (e i * Real.exp (-b * e i))) * (∑ j, w j * Real.exp (-a * e j))
      = ∑ i, ∑ j, F i j := by
    rw [Finset.sum_mul_sum, Finset.sum_mul_sum, ← Finset.sum_sub_distrib]
    refine Finset.sum_congr rfl fun i _ => ?_
    rw [← Finset.sum_sub_distrib]
    exact Finset.sum_congr rfl fun j _ => by rw [hF]; ring
  -- add the double sum to itself with the two levels exchanged
  have h2 : ∑ i, ∑ j, F i j = ∑ i, ∑ j, F j i := Finset.sum_comm
  rw [h1, two_mul]
  nth_rewrite 2 [h2]
  rw [← Finset.sum_add_distrib]
  refine Finset.sum_congr rfl fun i _ => ?_
  rw [← Finset.sum_add_distrib]
  exact Finset.sum_congr rfl fun j _ => by rw [hF, hF]; ring
```

Now let $a<b$ and take two distinct levels $x\ne y$. The exponents of the two products in $G$ differ by

$$(-ax-by)-(-bx-ay)=(b-a)(x-y).$$

The exponential is increasing, so the difference of the products has the same sign as $x-y$, and its product with $x-y$ is positive. The Lean proof treats $x<y$ and $x>y$ separately.

```lean
/-- For `a < b`, two distinct levels `x` and `y` give a positive exchange term. -/
theorem exchange_pos {a b x y : ℝ} (hab : a < b) (hxy : x ≠ y) :
    0 < (x - y) * (Real.exp (-a * x) * Real.exp (-b * y)
      - Real.exp (-b * x) * Real.exp (-a * y)) := by
  rw [← Real.exp_add, ← Real.exp_add]
  rcases lt_or_gt_of_ne hxy with h | h
  · exact mul_pos_of_neg_of_neg (sub_neg.2 h) (sub_neg.2 (Real.exp_lt_exp.2
      (by nlinarith [mul_pos (sub_pos.2 hab) (sub_pos.2 h)])))
  · exact mul_pos (sub_pos.2 h) (sub_pos.2 (Real.exp_lt_exp.2
      (by nlinarith [mul_pos (sub_pos.2 hab) (sub_pos.2 h)])))
```

## Strict decrease for a state that is not an eigenvector

Some component $i$ has $w_i>0$. If all components with positive weight shared the level $e_i$, then $\psi$ would be an eigenvector. Hence there is a $j$ with $w_j>0$ and $e_j\ne e_i$. In the exchange sum for $a<b$ no term is negative, since terms with equal levels vanish, and the term for the pair $(j,i)$ is positive. Therefore $N(a)Z(b)>N(b)Z(a)$, and dividing by $Z(a)Z(b)>0$ gives $E(b)<E(a)$.

In the code `hP` is the positivity of $Z$, `hterm` the sign of each term, and `hS` the positivity of the double sum.

```lean
/-- For Hermitian `H` and a nonzero `ψ` that is not an eigenvector, the projected energy at a
later imaginary time is strictly lower. -/
theorem projectedEnergy_lt {H : Matrix n n ℂ} (hH : H.IsHermitian) {ψ : n → ℂ} (hψ : ψ ≠ 0)
    (hne : ¬ IsEigenvector H ψ) {a b : ℝ} (hab : a < b) :
    projectedEnergy H ψ b < projectedEnergy H ψ a := by
  obtain ⟨e, w, hw, hpos, heig, hZ, hN⟩ := exists_spectral_weights hH ψ
  obtain ⟨i, hi⟩ := hpos hψ
  -- a second level, different from the first, also carries weight
  obtain ⟨j, hj, hji⟩ : ∃ j, 0 < w j ∧ e j ≠ e i := by
    by_contra! h
    exact hne ⟨hψ, _, heig (e i) h⟩
  have hP : ∀ β : ℝ, 0 < ∑ k, w k * Real.exp (-β * e k) := fun β =>
    Finset.sum_pos' (fun k _ => mul_nonneg (hw k) (Real.exp_pos _).le)
      ⟨i, Finset.mem_univ i, mul_pos hi (Real.exp_pos _)⟩
  have hterm : ∀ k l, 0 ≤ w k * w l * ((e k - e l) * (Real.exp (-a * e k)
      * Real.exp (-b * e l) - Real.exp (-b * e k) * Real.exp (-a * e l))) := by
    intro k l
    refine mul_nonneg (mul_nonneg (hw k) (hw l)) ?_
    by_cases h : e k = e l
    · rw [h, sub_self, zero_mul]
    · exact (exchange_pos hab h).le
  have hS := Finset.sum_pos' (fun k (_ : k ∈ Finset.univ) =>
      Finset.sum_nonneg fun l (_ : l ∈ Finset.univ) => hterm k l)
    ⟨j, Finset.mem_univ j, Finset.sum_pos' (fun l _ => hterm j l)
      ⟨i, Finset.mem_univ i, mul_pos (mul_pos hj hi) (exchange_pos hab hji)⟩⟩
  rw [← exchange_identity e w a b] at hS
  simp only [projectedEnergy, hN, hZ, Complex.ofReal_re]
  rw [div_lt_div_iff₀ (hP b) (hP a)]
  linarith
```

## Constant energy for an eigenvector

If $H\psi=E\psi$, let $H$ act to the left:

$$\langle\psi,H\exp(-\beta H)\psi\rangle=\overline{E}\,\langle\psi,\exp(-\beta H)\psi\rangle .$$

The last bracket is real and positive, so the quotient of real parts is $\operatorname{Re}\overline{E}=\operatorname{Re}E$ at every $\beta$. For Hermitian $H$ this is simply the eigenvalue.

```lean
/-- For Hermitian `H` and nonzero `ψ` with `H ψ = E ψ`, the projected energy equals the real
part of `E` at every imaginary time. -/
theorem projectedEnergy_eigenvector {H : Matrix n n ℂ} (hH : H.IsHermitian) {ψ : n → ℂ}
    (hψ : ψ ≠ 0) {E : ℂ} (hE : H *ᵥ ψ = E • ψ) (β : ℝ) :
    projectedEnergy H ψ β = E.re := by
  obtain ⟨e, w, hw, hpos, -, hZ, -⟩ := exists_spectral_weights hH ψ
  obtain ⟨i, hi⟩ := hpos hψ
  have hP : 0 < ∑ k, w k * Real.exp (-β * e k) :=
    Finset.sum_pos' (fun k _ => mul_nonneg (hw k) (Real.exp_pos _).le)
      ⟨i, Finset.mem_univ i, mul_pos hi (Real.exp_pos _)⟩
  -- let `H` act to the left on `ψ`
  have hleft : star ψ ᵥ* H = star E • star ψ := by
    have h := congrArg star hE
    rw [Matrix.star_mulVec, hH.eq, star_smul] at h
    exact h
  have hN : expect (H * propagator H β) ψ = star E * expect (propagator H β) ψ := by
    unfold expect
    rw [← Matrix.mulVec_mulVec, Matrix.dotProduct_mulVec, hleft, smul_dotProduct, smul_eq_mul]
  unfold projectedEnergy
  rw [hN, hZ, Complex.re_mul_ofReal, Complex.ofReal_re, mul_div_assoc, div_self hP.ne', mul_one]
  rfl
```

## Monotonicity and the plateau criterion

The two cases combine. `Antitone` says that $a\le b$ implies $E(b)\le E(a)$, and `StrictAnti` that $a<b$ implies $E(b)<E(a)$, both for all real imaginary times, negative ones included. The energy is constant for an eigenvector and strictly decreasing otherwise. Conversely, strict decrease excludes an eigenvector, because its energies at $\beta=0$ and $\beta=1$ coincide.

```lean
/-- Monotone imaginary-time projection: for Hermitian `H` and nonzero `ψ` the projected energy
is nonincreasing in real `β`, and it is strictly decreasing exactly when `ψ` is not an
eigenvector of `H`. -/
theorem projectedEnergy_monotone {H : Matrix n n ℂ} (hH : H.IsHermitian) {ψ : n → ℂ}
    (hψ : ψ ≠ 0) :
    Antitone (projectedEnergy H ψ) ∧
      (StrictAnti (projectedEnergy H ψ) ↔ ¬ IsEigenvector H ψ) := by
  have hstrict : ¬ IsEigenvector H ψ → StrictAnti (projectedEnergy H ψ) :=
    fun hne _ _ hab => projectedEnergy_lt hH hψ hne hab
  refine ⟨?_, ?_, hstrict⟩
  · by_cases h : IsEigenvector H ψ
    · obtain ⟨-, E, hE⟩ := h
      intro a b _
      rw [projectedEnergy_eigenvector hH hψ hE, projectedEnergy_eigenvector hH hψ hE]
    · exact (hstrict h).antitone
  · rintro hs ⟨-, E, hE⟩
    have h := hs (zero_lt_one : (0 : ℝ) < 1)
    rw [projectedEnergy_eigenvector hH hψ hE, projectedEnergy_eigenvector hH hψ hE] at h
    exact lt_irrefl _ h
```

A strictly decreasing function takes no value twice. Equality of $E(a)$ and $E(b)$ for one pair $a\ne b$ thus forces $\psi$ to be an eigenvector. It may be an excited one, and the criterion concerns exact equality: a curve that is merely flat to within error bars does not establish it.

```lean
/-- Plateau criterion: for Hermitian `H` and nonzero `ψ`, the projected energies at two
different imaginary times agree exactly when `ψ` is an eigenvector of `H`. -/
theorem plateau_iff_eigenvector {H : Matrix n n ℂ} (hH : H.IsHermitian) {ψ : n → ℂ}
    (hψ : ψ ≠ 0) {a b : ℝ} (hab : a ≠ b) :
    projectedEnergy H ψ a = projectedEnergy H ψ b ↔ IsEigenvector H ψ := by
  constructor
  · intro h
    by_contra hne
    exact hab (((projectedEnergy_monotone hH hψ).2.2 hne).injective h)
  · rintro ⟨-, E, hE⟩
    rw [projectedEnergy_eigenvector hH hψ hE, projectedEnergy_eigenvector hH hψ hE]

end

end ImaginaryTimeProjection
```

```lean
#print axioms ImaginaryTimeProjection.projectedEnergy_lt
#print axioms ImaginaryTimeProjection.plateau_iff_eigenvector
```

```
'ImaginaryTimeProjection.projectedEnergy_lt' depends on axioms: [propext, Classical.choice, Quot.sound]
'ImaginaryTimeProjection.plateau_iff_eigenvector' depends on axioms: [propext, Classical.choice, Quot.sound]
```

## Two levels, and a matrix that is not Hermitian

In one dimension every nonzero vector is an eigenvector and $E(\beta)$ is constant. The smallest case with a strict decrease has two levels, $H=\mathrm{diag}(0,\Delta)$ with $\Delta>0$. For $\psi=(1,1)$,

$$E(\beta)=\frac{\Delta}{1+\exp(\beta\Delta)},$$

which falls from $\Delta/2$ at $\beta=0$ towards the lower level $0$ as $\beta\to\infty$.

Hermiticity cannot be weakened to diagonalisability with real eigenvalues. Take

$$H=\begin{pmatrix}0&2\\0&1\end{pmatrix},\qquad \psi=\begin{pmatrix}1\\1\end{pmatrix}.$$

The eigenvalues are $0$ and $1$, and $H^2=H$, so $\exp(-\beta H)=1+(\exp(-\beta)-1)H$. With $\langle\psi,H\psi\rangle=3$ and $\langle\psi,\psi\rangle=2$ this gives

$$E(\beta)=\frac{3\exp(-\beta)}{3\exp(-\beta)-1}.$$

The energy rises from $3/2$ at $\beta=0$ to $3$ at $\beta=\ln 2$, and the denominator stays positive in between.
